# Double exchange with two spin-1/2 cores and triplet projection: for hopping t ≠ 0, the nonzero energies are ±t and ±t/2

Without Hund coupling, an electron that hops between two magnetic sites has the energies $\pm t$ in every spin state. With spin-1/2 cores and strong Hund coupling, the low-lying doublets lie close to $\pm t/2$ instead, measured from the on-site triplet energy.

Here an electron $e$ hops with real amplitude $t$ between two sites, each carrying a core of spin 1/2; the cores are numbered 1 and 2. Hund coupling is idealised as infinite: the projectors $A$ and $B$ keep only the triplets of $(e,1)$ and $(e,2)$. The Hamiltonian is
$$H=\begin{pmatrix}0&tAB\\tBA&0\end{pmatrix}.$$
With one mobile electron and no direct core–core exchange, the nonzero eigenvalues of $H$ are the limits that the low-lying levels of the same model with finite ferromagnetic Hund coupling approach as that coupling grows, provided that energies are measured from the on-site triplet energy, which itself shifts with the coupling.

```lean
import Mathlib

open Complex

namespace DoubleExchange

noncomputable section
```

This loads Mathlib and makes `I` the imaginary unit.

```lean
/-- Spin states of three spins 1/2: amplitudes `ψ e a b` for the electron, core 1 and core 2. -/
abbrev State := Fin 2 → Fin 2 → Fin 2 → ℂ
```

A state is a table of eight complex amplitudes $\psi(e,a,b)$, with $a,b$ the core spins. Index 0 is up, 1 is down.

```lean
/-- The three Pauli matrices. -/
def pauli : Fin 3 → Matrix (Fin 2) (Fin 2) ℂ :=
  ![!![0, 1; 1, 0], !![0, -I; I, 0], !![1, 0; 0, -1]]
```

These are $\sigma_x,\sigma_y,\sigma_z$, numbered 0, 1, 2.

```lean
/-- Component `k` of the electron spin. -/
def spinE (k : Fin 3) (ψ : State) : State := fun e a b => ∑ s, pauli k e s / 2 * ψ s a b
```

The electron spin is $\sigma_k/2$ ($\hbar=1$), acting on the first index.

```lean
/-- Component `k` of the spin of core 1. -/
def spinOne (k : Fin 3) (ψ : State) : State := fun e a b => ∑ s, pauli k a s / 2 * ψ e s b
```

Core 1 uses the second index.

```lean
/-- Component `k` of the spin of core 2. -/
def spinTwo (k : Fin 3) (ψ : State) : State := fun e a b => ∑ s, pauli k b s / 2 * ψ e a s
```

Core 2 uses the third.

```lean
/-- The square of a vector operator, the sum of its three squared components. -/
def spinSq (T : Fin 3 → State → State) (ψ : State) : State :=
  fun e a b => ∑ k, T k (T k ψ) e a b
```

For a vector operator $T$, this is $\sum_k T_k^2$.

```lean
/-- The square of the total spin of the electron and both cores. -/
def totalSpinSq : State → State :=
  spinSq fun k ψ => spinE k ψ + spinOne k ψ + spinTwo k ψ
```

Applied to the sum of all three spins, it gives $\hat S^2$.

```lean
/-- The operator `A`, which symmetrises the spins of the electron and core 1. -/
def tripletOne : Module.End ℂ State where
  toFun ψ := fun e a b => (ψ e a b + ψ a e b) / 2
  map_add' ψ φ := by
    funext e a b
    simp only [Pi.add_apply]
    ring
  map_smul' c ψ := by
    funext e a b
    simp only [Pi.smul_apply, smul_eq_mul, RingHom.id_apply]
    ring
```

Write $P_{ij}$ for the exchange of spins $i$ and $j$. Then $A=(1+P_{e1})/2$. `Module.End ℂ State` is the type of linear operators on states, so the definition includes a check of linearity.

```lean
/-- The operator `B`, which symmetrises the spins of the electron and core 2. -/
def tripletTwo : Module.End ℂ State where
  toFun ψ := fun e a b => (ψ e a b + ψ b a e) / 2
  map_add' ψ φ := by
    funext e a b
    simp only [Pi.add_apply]
    ring
  map_smul' c ψ := by
    funext e a b
    simp only [Pi.smul_apply, smul_eq_mul, RingHom.id_apply]
    ring
```

Likewise $B=(1+P_{e2})/2$.

```lean
/-- The double-exchange Hamiltonian `[[0, tAB], [tBA, 0]]`; the two components of a state
belong to the electron on site 1 and on site 2. -/
def hamiltonian (t : ℝ) : Module.End ℂ (State × State) :=
  ((t : ℂ) • (tripletOne ∘ₗ tripletTwo ∘ₗ LinearMap.snd ℂ State State)).prod
    ((t : ℂ) • (tripletTwo ∘ₗ tripletOne ∘ₗ LinearMap.fst ℂ State State))
```

A full state is a pair $(\psi,\varphi)$, with the electron on site 1 or site 2. $H$ sends it to $(tAB\varphi,\;tBA\psi)$. A local singlet is annihilated by its projector, so $H$ gives it the eigenvalue zero. This is an artefact of keeping the singlets in the state space: infinite Hund coupling would push them to infinitely high energy, so these zeros are not physical levels.

```lean
/-- The squared spin of the pair (electron, core 1) is `2A`, and that of the pair
(electron, core 2) is `2B`. -/
theorem pairSpinSq_eq (ψ : State) :
    spinSq (fun k ψ => spinE k ψ + spinOne k ψ) ψ = (2 : ℂ) • tripletOne ψ ∧
    spinSq (fun k ψ => spinE k ψ + spinTwo k ψ) ψ = (2 : ℂ) • tripletTwo ψ := by
  constructor <;> funext e a b <;> fin_cases e <;> fin_cases a <;> fin_cases b <;>
    simp [spinSq, spinE, spinOne, spinTwo, pauli, tripletOne, tripletTwo,
      Fin.sum_univ_three, Fin.sum_univ_two] <;>
    ring_nf <;> simp only [Complex.I_sq] <;> ring
```

Dirac's identity $\mathbf s_i\cdot\mathbf s_j=P_{ij}/2-1/4$ gives the squared pair spin $3/2+2\,\mathbf s_i\cdot\mathbf s_j=1+P_{ij}$, which is $2A$ or $2B$. It equals 2 on triplets and 0 on singlets, so $A$ and $B$ are the triplet projectors. Lean checks all eight amplitudes.

```lean
/-- The squared total spin is 3/4 plus the sum of the three pairwise spin exchanges. -/
theorem totalSpinSq_eq (ψ : State) :
    totalSpinSq ψ = fun e a b => 3 / 4 * ψ e a b + ψ a e b + ψ b a e + ψ e b a := by
  funext e a b
  fin_cases e <;> fin_cases a <;> fin_cases b <;>
    simp [totalSpinSq, spinSq, spinE, spinOne, spinTwo, pauli,
      Fin.sum_univ_three, Fin.sum_univ_two] <;>
    ring_nf <;> simp only [Complex.I_sq] <;> ring
```

Similarly,
$$\hat S^2=\tfrac94+2\sum_{i<j}\mathbf s_i\cdot\mathbf s_j=\tfrac34+P_{e1}+P_{e2}+P_{12}.$$

```lean
/-- `A` and `B` are idempotent. -/
theorem triplet_idem :
    (∀ ψ, tripletOne (tripletOne ψ) = tripletOne ψ) ∧
    (∀ ψ, tripletTwo (tripletTwo ψ) = tripletTwo ψ) := by
  constructor <;> intro ψ <;> funext e a b <;>
    simp only [tripletOne, tripletTwo, LinearMap.coe_mk, AddHom.coe_mk] <;> ring
```

Since $P_{e1}^2=1$, $A^2=(2+2P_{e1})/4=A$; the same holds for $B$.

```lean
/-- A hop forth and back measures the total spin: `ABA = (S² + 1/4)A/4` and
`BAB = (S² + 1/4)B/4`, with `S²` the squared total spin. -/
theorem double_hop_eq_spin (ψ : State) :
    tripletOne (tripletTwo (tripletOne ψ)) =
      (1 / 4 : ℂ) • (totalSpinSq (tripletOne ψ) + (1 / 4 : ℂ) • tripletOne ψ) ∧
    tripletTwo (tripletOne (tripletTwo ψ)) =
      (1 / 4 : ℂ) • (totalSpinSq (tripletTwo ψ) + (1 / 4 : ℂ) • tripletTwo ψ) := by
  rw [totalSpinSq_eq, totalSpinSq_eq]
  constructor <;> funext e a b <;>
    simp only [tripletOne, tripletTwo, LinearMap.coe_mk, AddHom.coe_mk, Pi.add_apply,
      Pi.smul_apply, smul_eq_mul] <;> ring
```

Let $K=P_{e2}+P_{12}$. From $P_{e1}P_{e2}=P_{12}P_{e1}$ and $P_{e1}A=A$ we get $AP_{e2}A=\tfrac12KA$, hence
$$ABA=\tfrac12A+\tfrac14KA.$$
Also $\hat S^2A=(\tfrac74+K)A$. Eliminating $K$ gives $ABA=\tfrac14(\hat S^2+\tfrac14)A$. Exchanging the cores gives the second identity. Lean compares amplitudes, and `ring` does the algebra.

```lean
/-- The double hop obeys the quadratic relation `ABABA = (5/4)ABA - (1/4)A`. -/
theorem double_hop_quadratic (ψ : State) :
    tripletOne (tripletTwo (tripletOne (tripletTwo (tripletOne ψ)))) =
      (5 / 4 : ℂ) • tripletOne (tripletTwo (tripletOne ψ)) - (1 / 4 : ℂ) • tripletOne ψ := by
  funext e a b
  simp only [tripletOne, tripletTwo, LinearMap.coe_mk, AddHom.coe_mk, Pi.sub_apply,
    Pi.smul_apply, smul_eq_mul]
  ring
```

$K$ commutes with $A$, and $K^2=2+P_{e2}P_{12}+P_{12}P_{e2}$. The two products equal $P_{12}P_{e1}$ and $P_{e2}P_{e1}$, so $K^2A=(2+K)A$. With $D=\tfrac12+\tfrac14K$, $ABA=DA$ and $ABABA=D^2A$. Substitution gives $D^2A=\tfrac54DA-\tfrac14A$.

```lean
/-- Let `P`, `Q` be idempotent and let `ψ`, `φ` solve the coupled hopping equations with `t` and
`E` nonzero. Then `P` leaves `ψ` unchanged, and `PQ` multiplies `ψ` by `c = E²/t²`. -/
theorem component_eq {P Q : Module.End ℂ State} (hP : ∀ ψ, P (P ψ) = P ψ)
    (hQ : ∀ ψ, Q (Q ψ) = Q ψ) {t E c : ℂ} {ψ φ : State} (ht : t ≠ 0) (hE : E ≠ 0)
    (hc : E ^ 2 = c * t ^ 2) (h1 : t • P (Q φ) = E • ψ) (h2 : t • Q (P ψ) = E • φ) :
    P ψ = ψ ∧ P (Q ψ) = c • ψ := by
  have hψ : P ψ = ψ := by
    have h := congrArg P h1
    rw [LinearMap.map_smul, LinearMap.map_smul, hP, h1] at h
    exact (smul_right_injective State hE h).symm
  refine ⟨hψ, smul_right_injective State (pow_ne_zero 2 ht) ?_⟩
  change t ^ 2 • P (Q ψ) = t ^ 2 • c • ψ
  rw [hψ] at h2
  -- insert the second equation into the first
  calc t ^ 2 • P (Q ψ) = t • P (Q (t • Q ψ)) := by
        rw [LinearMap.map_smul, LinearMap.map_smul, hQ, smul_smul, sq]
    _ = E • (t • P (Q φ)) := by
        rw [h2, LinearMap.map_smul, LinearMap.map_smul, smul_comm]
    _ = t ^ 2 • c • ψ := by
        rw [h1, smul_smul, smul_smul, ← sq, hc, mul_comm]
```

Take $tPQ\varphi=E\psi$ and $tQP\psi=E\varphi$. Applying $P$ to the first gives $P\psi=\psi$, so $tQ\psi=E\varphi$. Therefore
$$t^2PQ\psi=tPQ(tQ\psi)=E\,tPQ\varphi=E^2\psi.$$
The `calc` block follows this chain.

```lean
/-- Every double-exchange eigenstate of nonzero energy has a definite total spin `S`, equal to
1/2 or 3/2, and its energy is `t(S + 1/2)/2` or `-t(S + 1/2)/2`. -/
theorem energy_of_total_spin {t : ℝ} {E : ℂ} {Ψ : State × State} (hΨ : Ψ ≠ 0) (hE : E ≠ 0)
    (h : hamiltonian t Ψ = E • Ψ) :
    ∃ S : ℂ, (S = 1 / 2 ∨ S = 3 / 2) ∧
      totalSpinSq Ψ.1 = (S * (S + 1)) • Ψ.1 ∧ totalSpinSq Ψ.2 = (S * (S + 1)) • Ψ.2 ∧
      (E = t * (S + 1 / 2) / 2 ∨ E = -(t * (S + 1 / 2) / 2)) := by
  have h1 : (t : ℂ) • tripletOne (tripletTwo Ψ.2) = E • Ψ.1 := congrArg Prod.fst h
  have h2 : (t : ℂ) • tripletTwo (tripletOne Ψ.1) = E • Ψ.2 := congrArg Prod.snd h
  have hne : Ψ.1 ≠ 0 := by
    intro h0
    rw [h0, map_zero, map_zero, smul_zero] at h2
    exact hΨ (Prod.ext h0 ((smul_eq_zero.1 h2.symm).resolve_left hE))
  have ht : (t : ℂ) ≠ 0 := by
    intro h0
    rw [h0, zero_smul] at h1
    exact hne ((smul_eq_zero.1 h1.symm).resolve_left hE)
  obtain ⟨c, hc⟩ : ∃ c : ℂ, E ^ 2 = c * (t : ℂ) ^ 2 :=
    ⟨E ^ 2 / (t : ℂ) ^ 2, (div_mul_cancel₀ _ (pow_ne_zero 2 ht)).symm⟩
  obtain ⟨hA, hAB⟩ := component_eq triplet_idem.1 triplet_idem.2 ht hE hc h1 h2
  obtain ⟨hB, hBA⟩ := component_eq triplet_idem.2 triplet_idem.1 ht hE hc h2 h1
  -- the double hop fixes the total spin of both components
  have s1 := (double_hop_eq_spin Ψ.1).1
  have s2 := (double_hop_eq_spin Ψ.2).2
  rw [hA, hAB] at s1
  rw [hB, hBA] at s2
  have t1 : totalSpinSq Ψ.1 = (4 * c - 1 / 4) • Ψ.1 := by
    linear_combination (norm := module) (-4 : ℂ) • s1
  have t2 : totalSpinSq Ψ.2 = (4 * c - 1 / 4) • Ψ.2 := by
    linear_combination (norm := module) (-4 : ℂ) • s2
  -- the quadratic relation leaves two values of c
  have q := double_hop_quadratic Ψ.1
  rw [hA, hAB, LinearMap.map_smul, LinearMap.map_smul, hAB] at q
  have hq : ((c - 1) * (c - 1 / 4)) • Ψ.1 = 0 := by
    linear_combination (norm := module) q
  rcases mul_eq_zero.1 ((smul_eq_zero.1 hq).resolve_right hne) with h0 | h0
  · have hc1 : c = 1 := sub_eq_zero.1 h0
    subst hc1
    refine ⟨3 / 2, Or.inr rfl, ?_, ?_, sq_eq_sq_iff_eq_or_eq_neg.1 ?_⟩
    · rw [t1]; norm_num
    · rw [t2]; norm_num
    · rw [hc]; ring
  · have hc1 : c = 1 / 4 := sub_eq_zero.1 h0
    subst hc1
    refine ⟨1 / 2, Or.inl rfl, ?_, ?_, sq_eq_sq_iff_eq_or_eq_neg.1 ?_⟩
    · rw [t1]; norm_num
    · rw [t2]; norm_num
    · rw [hc]; ring
```

For an eigenstate with $E\neq0$, both components are nonzero and $t\neq0$. Put $c=E^2/t^2$. The previous lemma gives $A\psi=\psi$ and $AB\psi=c\psi$, so the double-hop identity yields $\hat S^2\psi=(4c-\tfrac14)\psi$; the same holds for $\varphi$ with $A$ and $B$ exchanged. The quadratic relation gives $(c-1)(c-\tfrac14)=0$.

- $c=1$: $\hat S^2=15/4$, $S=3/2$, $E=\pm t$.
- $c=\tfrac14$: $\hat S^2=3/4$, $S=1/2$, $E=\pm t/2$.

Both cases read $E=\pm t(S+\tfrac12)/2$.

```lean
/-- If `A` leaves a nonzero `ψ` unchanged and `AB` multiplies it by `r²` with `r` nonzero, then
`tr` is an eigenvalue of the double-exchange Hamiltonian. -/
theorem hasEigenvalue_of_component (t : ℝ) {r : ℂ} {ψ : State} (hr : r ≠ 0) (hψ : ψ ≠ 0)
    (hA : tripletOne ψ = ψ) (hAB : tripletOne (tripletTwo ψ) = r ^ 2 • ψ) :
    (hamiltonian t).HasEigenvalue (t * r) := by
  refine Module.End.hasEigenvalue_of_hasEigenvector (x := (ψ, r⁻¹ • tripletTwo ψ))
    ⟨Module.End.mem_eigenspace_iff.2 (Prod.ext ?_ ?_), fun h => hψ (congrArg Prod.fst h)⟩
  · change (t : ℂ) • tripletOne (tripletTwo (r⁻¹ • tripletTwo ψ)) = ((t : ℂ) * r) • ψ
    rw [LinearMap.map_smul, LinearMap.map_smul, triplet_idem.2, hAB, smul_smul, smul_smul]
    congr 1
    field_simp
  · change (t : ℂ) • tripletTwo (tripletOne ψ) = ((t : ℂ) * r) • (r⁻¹ • tripletTwo ψ)
    rw [hA, smul_smul, mul_assoc, mul_inv_cancel₀ hr, mul_one]
```

Conversely, suppose $A\psi=\psi\neq0$ and $AB\psi=r^2\psi$ with $r\neq0$. Then $(\psi,\,r^{-1}B\psi)$ has energy $tr$: its image is $(tr^{-1}AB\psi,\;tB\psi)=tr\,(\psi,\,r^{-1}B\psi)$.

```lean
/-- For nonzero hopping `t`, the nonzero eigenvalues of the double-exchange Hamiltonian are
exactly `t`, `-t`, `t/2` and `-t/2`. -/
theorem double_exchange_spectrum {t : ℝ} (ht : t ≠ 0) (E : ℂ) :
    ((hamiltonian t).HasEigenvalue E ∧ E ≠ 0) ↔
      E = t ∨ E = -t ∨ E = t / 2 ∨ E = -(t / 2) := by
  have ht' : (t : ℂ) ≠ 0 := Complex.ofReal_ne_zero.2 ht
  constructor
  · rintro ⟨h, hE⟩
    obtain ⟨Ψ, hΨ⟩ := h.exists_hasEigenvector
    obtain ⟨S, hS, -, -, hES⟩ := energy_of_total_spin hΨ.2 hE hΨ.apply_eq_smul
    rcases hS with rfl | rfl <;> rcases hES with h | h
    · exact Or.inr (Or.inr (Or.inl (by rw [h]; ring)))
    · exact Or.inr (Or.inr (Or.inr (by rw [h]; ring)))
    · exact Or.inl (by rw [h]; ring)
    · exact Or.inr (Or.inl (by rw [h]; ring))
  · -- a fully polarised state
    have quartet : ∀ r : ℂ, r ≠ 0 → r ^ 2 = 1 → (hamiltonian t).HasEigenvalue (t * r) := by
      intro r hr h
      refine hasEigenvalue_of_component t (ψ := fun _ _ _ => 1) hr ?_ ?_ ?_
      · intro h0
        exact one_ne_zero (congrFun (congrFun (congrFun h0 0) 0) 0)
      · funext e a b
        simp only [tripletOne, LinearMap.coe_mk, AddHom.coe_mk]
        norm_num
      · rw [h]
        funext e a b
        simp only [tripletOne, tripletTwo, LinearMap.coe_mk, AddHom.coe_mk, Pi.smul_apply,
          smul_eq_mul]
        norm_num
    -- a doublet state, symmetric in the electron and core 1
    have doublet : ∀ r : ℂ, r ≠ 0 → r ^ 2 = 1 / 4 →
        (hamiltonian t).HasEigenvalue (t * r) := by
      intro r hr h
      refine hasEigenvalue_of_component t
        (ψ := fun e a b => ((e : ℕ) : ℂ) + ((a : ℕ) : ℂ) - 2 * ((b : ℕ) : ℂ)) hr ?_ ?_ ?_
      · intro h0
        have h1 := congrFun (congrFun (congrFun h0 0) 0) 1
        norm_num at h1
      · funext e a b
        simp only [tripletOne, LinearMap.coe_mk, AddHom.coe_mk]
        ring
      · rw [h]
        funext e a b
        simp only [tripletOne, tripletTwo, LinearMap.coe_mk, AddHom.coe_mk, Pi.smul_apply,
          smul_eq_mul]
        ring
    rintro (rfl | rfl | rfl | rfl)
    · refine ⟨?_, ht'⟩
      convert quartet 1 (by norm_num) (by norm_num) using 1
      ring
    · refine ⟨?_, neg_ne_zero.2 ht'⟩
      convert quartet (-1) (by norm_num) (by norm_num) using 1
      ring
    · refine ⟨?_, div_ne_zero ht' two_ne_zero⟩
      convert doublet (1 / 2) (by norm_num) (by norm_num) using 1
      ring
    · refine ⟨?_, neg_ne_zero.2 (div_ne_zero ht' two_ne_zero)⟩
      convert doublet (-(1 / 2)) (by norm_num) (by norm_num) using 1
      ring

end

end DoubleExchange
```

The equivalence says that the list is complete and that every entry occurs, for either sign of $t$; it does not count degeneracies. `HasEigenvalue` means that a nonzero eigenvector exists.

Left to right is the previous energy theorem. For the converse, $\psi=1$ (normalised, $1/\sqrt8$) has all spins along $+x$ and satisfies $A\psi=B\psi=\psi$, so $r=\pm1$. The doublet $\psi=e+a-2b$ (normalised by $1/\sqrt{12}$) is symmetric in $e,a$. Here $B\psi=(2a-e-b)/2$ and $AB\psi=(e+a-2b)/4=\psi/4$, so $r=\pm\tfrac12$.

```lean
#print axioms DoubleExchange.pairSpinSq_eq
#print axioms DoubleExchange.double_exchange_spectrum
```

```
'DoubleExchange.pairSpinSq_eq' depends on axioms: [propext, Classical.choice, Quot.sound]
'DoubleExchange.double_exchange_spectrum' depends on axioms: [propext, Classical.choice, Quot.sound]
```
